# A 1/N bound on the smallest squared gradient in steepest descent, for energies bounded below with Lipschitz gradient

Let $E$ be a differentiable energy on $\mathbb{R}^n$ with $E(x)\ge E_0$ everywhere, and let its gradient satisfy $\|\nabla E(x)-\nabla E(y)\|\le L\|x-y\|$ for all $x,y$, with $L>0$. Then the steepest-descent geometries $x_{k+1}=x_k-\nabla E(x_k)/L$ satisfy, for every $N\ge 1$,

$$\min_{0\le k<N}\|\nabla E(x_k)\|^2\;\le\;\frac{2L\,(E(x_0)-E_0)}{N}.$$

For a structure relaxation by this method with exact forces, on a surface that meets these conditions, this limits the number of steps needed to reach a given force tolerance.

The constant $L$ bounds the curvature: if $E$ is twice differentiable, no Hessian eigenvalue exceeds $L$ in magnitude. Requiring this everywhere is an idealisation, since nuclear repulsion makes the curvature of a molecular energy surface unbounded as two nuclei approach each other.

## The space and the iteration

```lean
import Mathlib

open Filter Topology

namespace SteepestDescentRate

variable {V : Type*} [NormedAddCommGroup V] [InnerProductSpace ℝ V] [CompleteSpace V]
```

The `variable` line fixes the space of geometries: `V` is a real vector space with an inner product and its norm, and it is complete, so it is a real Hilbert space. For $\mathbb{R}^n$ with the Euclidean norm, take `V` to be `EuclideanSpace ℝ (Fin n)`.

```lean
/-- The geometries visited by steepest descent on the energy `E` with fixed step `η`,
starting from `x0`: each step moves by `-η` times the gradient. -/
noncomputable def steepestDescent (E : V → ℝ) (η : ℝ) (x0 : V) : ℕ → V
  | 0 => x0
  | k + 1 => steepestDescent E η x0 k - η • gradient E (steepestDescent E η x0 k)
```

This defines the sequence $x_k$ by recursion for a fixed step $\eta$:

$$x_{k+1}=x_k-\eta\,\nabla E(x_k).$$

In Lean, $x_k$ is `steepestDescent E η x0 k`. The symbol `•` multiplies a vector by a number, and `gradient E x` is the vector that represents the derivative of $E$ at $x$ through the inner product.

## The energy lowering in one step

```lean
/-- The slope of the energy along the straight line `x - t g` is minus the inner product of
the local gradient with `g`. -/
theorem hasDerivAt_energy_along_ray {E : V → ℝ} (hE : Differentiable ℝ E) (x g : V) (t : ℝ) :
    HasDerivAt (fun s : ℝ => E (x - s • g)) (-(inner ℝ (gradient E (x - t • g)) g)) t := by
  have hline : HasDerivAt (fun s : ℝ => x - s • g) (-g) t :=
    (((hasDerivAt_id' t).smul_const g).const_sub x).congr_deriv (by simp)
  have hgrad := (hE (x - t • g)).hasGradientAt.hasFDerivAt
  exact (hgrad.comp_hasDerivAt t hline).congr_deriv (by simp)
```

In the Lean theorems here, the hypotheses stand before the first colon outside all brackets, the conclusion after it, and the proof after `:=`. Here `HasDerivAt f f' t` means that $f$ has derivative $f'$ at $t$, so the statement is

$$\frac{d}{dt}E(x-tg)=-\langle\nabla E(x-tg),\,g\rangle .$$

This is the chain rule. `hline` says that the line $x-sg$ has velocity $-g$, `hgrad` supplies the derivative of $E$ at the point reached, and `comp_hasDerivAt` composes the two.

```lean
/-- If the gradient is `L`-Lipschitz, a steepest-descent step of length parameter `η ≥ 0`
changes the energy by at most `-η (1 - L η / 2)` times the squared gradient norm. -/
theorem energy_after_step {E : V → ℝ} {L η : ℝ} (hE : Differentiable ℝ E)
    (hLip : ∀ x y, ‖gradient E x - gradient E y‖ ≤ L * ‖x - y‖) (hη : 0 ≤ η) (x : V) :
    E (x - η • gradient E x) ≤ E x - η * (1 - L * η / 2) * ‖gradient E x‖ ^ 2 := by
  obtain ⟨g, hg⟩ : ∃ g, gradient E x = g := ⟨_, rfl⟩
  rw [hg]
  -- the energy plus the guaranteed gain, as a function of the step parameter `s`
  have hder : ∀ t : ℝ, HasDerivAt
      (fun s : ℝ => E (x - s • g) + (s - L * (s * s) / 2) * ‖g‖ ^ 2)
      (-(inner ℝ (gradient E (x - t • g)) g) + (1 - L * t) * ‖g‖ ^ 2) t := by
    intro t
    have hpoly : HasDerivAt (fun s : ℝ => (s - L * (s * s) / 2) * ‖g‖ ^ 2)
        ((1 - L * t) * ‖g‖ ^ 2) t :=
      (((hasDerivAt_id' t).fun_sub
        ((((hasDerivAt_id' t).fun_mul (hasDerivAt_id' t)).const_mul L).div_const 2)).mul_const
          (‖g‖ ^ 2)).congr_deriv (by ring)
    exact (hasDerivAt_energy_along_ray hE x g t).fun_add hpoly
  have hanti : AntitoneOn
      (fun s : ℝ => E (x - s • g) + (s - L * (s * s) / 2) * ‖g‖ ^ 2) (Set.Ici 0) := by
    refine antitoneOn_of_deriv_nonpos (convex_Ici 0)
      (fun t _ => (hder t).continuousAt.continuousWithinAt)
      (fun t _ => (hder t).differentiableAt.differentiableWithinAt) ?_
    intro t ht
    have ht0 : (0 : ℝ) ≤ t := interior_subset ht
    rw [(hder t).deriv]
    -- the gradient cannot turn away from `g` faster than the Lipschitz bound allows
    have h1 : ‖g - gradient E (x - t • g)‖ ≤ L * (t * ‖g‖) := by
      have h := hLip x (x - t • g)
      rw [hg, sub_sub_cancel, norm_smul, Real.norm_of_nonneg ht0] at h
      exact h
    have h2 := real_inner_le_norm (g - gradient E (x - t • g)) g
    rw [inner_sub_left, real_inner_self_eq_norm_sq] at h2
    have h3 := mul_le_mul_of_nonneg_right h1 (norm_nonneg g)
    linarith
  have h := hanti (Set.mem_Ici.mpr le_rfl) (Set.mem_Ici.mpr hη) hη
  simp only [zero_smul, sub_zero, mul_zero, zero_div, zero_mul, add_zero] at h
  linarith
```

In ordinary notation, for every $\eta\ge 0$,

$$E(x-\eta\nabla E(x))\le E(x)-\eta\left(1-\tfrac{L\eta}{2}\right)\|\nabla E(x)\|^2 .$$

To derive it by hand, write $g=\nabla E(x)$ and add the expected gain to the energy along the ray:

$$\varphi(t)=E(x-tg)+\left(t-\tfrac{L t^2}{2}\right)\|g\|^2 .$$

For $t\ge 0$ its derivative is

$$\begin{aligned}\varphi'(t)&=-\langle\nabla E(x-tg),g\rangle+(1-Lt)\|g\|^2\\&=\langle g-\nabla E(x-tg),\,g\rangle-Lt\|g\|^2\\&\le\|g-\nabla E(x-tg)\|\,\|g\|-Lt\|g\|^2\\&\le Lt\|g\|^2-Lt\|g\|^2=0 .\end{aligned}$$

The first inequality is Cauchy–Schwarz. The second is the Lipschitz condition for the points $x$ and $x-tg$, which lie $t\|g\|$ apart. Hence $\varphi(\eta)\le\varphi(0)=E(x)$, which rearranges to the claim.

The Lean proof follows the same line. `hder` computes $\varphi'$, and `hanti` states that $\varphi$ is non-increasing on $[0,\infty)$. Within it, `h1` is the Lipschitz estimate, `h2` is Cauchy–Schwarz, and `h3` multiplies `h1` by $\|g\|$. The tactic `linarith`, which closes goals that follow from linear inequalities, combines them. The last lines compare $\varphi$ at $0$ and $\eta$.

## From one step to N steps

```lean
/-- If the gradient is `L`-Lipschitz and `η ≥ 0`, the squared gradient norms at the first `N`
geometries of steepest descent, summed and weighted by `η (1 - L η / 2)`, are at most the total
energy lowering. -/
theorem sum_sq_gradient_le {E : V → ℝ} {L η : ℝ} (hE : Differentiable ℝ E)
    (hLip : ∀ x y, ‖gradient E x - gradient E y‖ ≤ L * ‖x - y‖) (hη : 0 ≤ η) (x0 : V) (N : ℕ) :
    η * (1 - L * η / 2) * ∑ k ∈ Finset.range N, ‖gradient E (steepestDescent E η x0 k)‖ ^ 2
      ≤ E x0 - E (steepestDescent E η x0 N) := by
  induction N with
  | zero => simp [steepestDescent]
  | succ N ih =>
    have h : E (steepestDescent E η x0 (N + 1)) ≤ E (steepestDescent E η x0 N)
        - η * (1 - L * η / 2) * ‖gradient E (steepestDescent E η x0 N)‖ ^ 2 :=
      energy_after_step hE hLip hη _
    rw [Finset.sum_range_succ, mul_add]
    linarith
```

Let $c=\eta(1-L\eta/2)$. The one-step result at $x_k$ reads $c\,\|\nabla E(x_k)\|^2\le E(x_k)-E(x_{k+1})$. Summed over $k=0,\dots,N-1$, the right-hand side telescopes:

$$c\sum_{k=0}^{N-1}\|\nabla E(x_k)\|^2\le E(x_0)-E(x_N).$$

`Finset.range N` is the index set $\{0,\dots,N-1\}$. Lean proves the inequality by induction on $N$: for $N=0$ both sides vanish, and each further step adds one term through `energy_after_step`.

```lean
/-- If `E ≥ E0` everywhere and the gradient is `L`-Lipschitz, then for any fixed step with `0 < η`
and `L η < 2`, one of the first `N ≥ 1` geometries has squared gradient norm at most `(E x0 - E0) /
(η (1 - L η / 2) N)`. -/
theorem exists_small_gradient_of_step {E : V → ℝ} {L η E0 : ℝ} (hE : Differentiable ℝ E)
    (hLip : ∀ x y, ‖gradient E x - gradient E y‖ ≤ L * ‖x - y‖) (hE0 : ∀ x, E0 ≤ E x)
    (hη : 0 < η) (hηL : L * η < 2) (x0 : V) {N : ℕ} (hN : 1 ≤ N) :
    ∃ k < N, ‖gradient E (steepestDescent E η x0 k)‖ ^ 2
      ≤ (E x0 - E0) / (η * (1 - L * η / 2) * N) := by
  have hc : 0 < η * (1 - L * η / 2) := mul_pos hη (by linarith)
  have hN' : (0 : ℝ) < N := by exact_mod_cast hN
  have hsum := sum_sq_gradient_le hE hLip hη.le x0 N
  have hlow := hE0 (steepestDescent E η x0 N)
  -- not every term of a sum can exceed the average
  have havg : ∑ k ∈ Finset.range N, ‖gradient E (steepestDescent E η x0 k)‖ ^ 2
      ≤ ∑ _k ∈ Finset.range N, (E x0 - E0) / (η * (1 - L * η / 2) * N) := by
    rw [Finset.sum_const, Finset.card_range, nsmul_eq_mul, ← mul_div_assoc,
      le_div_iff₀ (mul_pos hc hN')]
    have h := mul_le_mul_of_nonneg_left (hsum.trans (sub_le_sub_left hlow (E x0))) hN'.le
    linarith
  obtain ⟨k, hk, hle⟩ :=
    Finset.exists_le_of_sum_le (Finset.nonempty_range_iff.mpr (by omega)) havg
  exact ⟨k, Finset.mem_range.mp hk, hle⟩
```

The conditions $\eta>0$ and $L\eta<2$ make $c$ positive. Since $E(x_N)\ge E_0$, the sum of the $N$ squared norms is at most $(E(x_0)-E_0)/c$. The smallest of them is no larger than their average, so some $k<N$ satisfies

$$\|\nabla E(x_k)\|^2\le\frac{E(x_0)-E_0}{cN}.$$

The statement says `∃ k < N`, "there is a $k$ below $N$", where the opening formula has a minimum. The two are equivalent, because a minimum over finitely many values is attained. In the proof, `havg` compares the sum with $N$ copies of the bound, and `Finset.exists_le_of_sum_le` extracts an index whose term does not exceed it.

```lean
/-- Steepest descent with step `1 / L` on an energy bounded below by `E0`, with `L`-Lipschitz
gradient: for `N ≥ 1`, the smallest squared gradient norm among the first `N` geometries is at most
`2 L (E x0 - E0) / N`. -/
theorem min_sq_gradient_le {E : V → ℝ} {L E0 : ℝ} (hL : 0 < L) (hE : Differentiable ℝ E)
    (hLip : ∀ x y, ‖gradient E x - gradient E y‖ ≤ L * ‖x - y‖) (hE0 : ∀ x, E0 ≤ E x)
    (x0 : V) {N : ℕ} (hN : 1 ≤ N) :
    ∃ k < N, ‖gradient E (steepestDescent E (1 / L) x0 k)‖ ^ 2 ≤ 2 * L * (E x0 - E0) / N := by
  have hone : L * (1 / L) = 1 := mul_one_div_cancel hL.ne'
  have hN' : (N : ℝ) ≠ 0 := by exact_mod_cast (by omega : N ≠ 0)
  obtain ⟨k, hk, h⟩ := exists_small_gradient_of_step hE hLip hE0 (one_div_pos.mpr hL)
    (by rw [hone]; norm_num) x0 hN
  refine ⟨k, hk, h.trans_eq ?_⟩
  have hc : 1 / L * (1 - L * (1 / L) / 2) = 1 / (2 * L) := by rw [hone]; ring
  rw [hc]
  field_simp
```

This is the result stated at the start. With $\eta=1/L$,

$$c=\frac1L\left(1-\frac12\right)=\frac1{2L},$$

and the previous bound becomes $2L(E(x_0)-E_0)/N$. The proof checks that $L\eta=1<2$, applies the general theorem and simplifies the constant. This choice of $\eta$ maximises $c=\eta-L\eta^2/2$, and with it the guaranteed lowering per step.

The bound concerns the best of the first $N$ geometries, which need not be the last one: near an energy maximum, for instance, the force grows at first as the system moves away. Nor does a small gradient identify a minimum, since it is also found near a saddle point.

In code, the steepest-descent update can be written with the force $F=-\nabla E$, as `x = x + eta * F`. With forces in eV/Å and positions in Å, `eta` has the unit Å²/eV. The constant $L$ is seldom known, but a trial step can be tested. If $1/\eta$ were a valid Lipschitz constant, the energy would fall by at least $\tfrac{\eta}{2}\|F\|^2$. A smaller drop, beyond numerical error, shows that it is not, and the code can shorten `eta` and try again.

## Force tolerance and convergence

```lean
/-- If `E ≥ E0` everywhere and the gradient is `L`-Lipschitz, steepest descent with step `1 / L`
meets a gradient norm of at most `ε` among its first `N ≥ 1` geometries as soon as `N ε ^ 2` reaches
`2 L (E x0 - E0)`. -/
theorem steps_to_force_tolerance {E : V → ℝ} {L E0 ε : ℝ} (hL : 0 < L)
    (hE : Differentiable ℝ E)
    (hLip : ∀ x y, ‖gradient E x - gradient E y‖ ≤ L * ‖x - y‖) (hE0 : ∀ x, E0 ≤ E x)
    (hε : 0 ≤ ε) (x0 : V) {N : ℕ} (hN : 1 ≤ N) (hNε : 2 * L * (E x0 - E0) ≤ N * ε ^ 2) :
    ∃ k < N, ‖gradient E (steepestDescent E (1 / L) x0 k)‖ ≤ ε := by
  obtain ⟨k, hk, h⟩ := min_sq_gradient_le hL hE hLip hE0 x0 hN
  have hN' : (0 : ℝ) < N := by exact_mod_cast hN
  have h2 : 2 * L * (E x0 - E0) / N ≤ ε ^ 2 := by
    rw [div_le_iff₀ hN']
    linarith
  refine ⟨k, hk, ?_⟩
  by_contra hlt
  nlinarith [not_le.mp hlt]
```

For a tolerance $\varepsilon\ge 0$ and $N\ge1$, the condition $N\varepsilon^2\ge 2L(E(x_0)-E_0)$ suffices for some $k<N$ to have $\|\nabla E(x_k)\|\le\varepsilon$. Indeed, dividing the condition by $N$ gives

$$\|\nabla E(x_k)\|^2\le\frac{2L(E(x_0)-E_0)}{N}\le\varepsilon^2,$$

and both $\|\nabla E(x_k)\|$ and $\varepsilon$ are non-negative. Lean takes the last step by contradiction: a norm above $\varepsilon$ would have a square above $\varepsilon^2$.

For $\varepsilon>0$, halving the tolerance therefore quadruples $2L(E(x_0)-E_0)/\varepsilon^2$, the sufficient number of steps before rounding up. The norm here is that of the whole gradient vector; once it is below $\varepsilon$, so are the largest component and the root-mean-square component.

```lean
/-- On an energy bounded below with `L`-Lipschitz gradient, the gradient along steepest descent
tends to zero for every fixed step with `0 < η` and `L η < 2`. -/
theorem gradient_tendsto_zero {E : V → ℝ} {L η E0 : ℝ} (hE : Differentiable ℝ E)
    (hLip : ∀ x y, ‖gradient E x - gradient E y‖ ≤ L * ‖x - y‖) (hE0 : ∀ x, E0 ≤ E x)
    (hη : 0 < η) (hηL : L * η < 2) (x0 : V) :
    Tendsto (fun k => gradient E (steepestDescent E η x0 k)) atTop (𝓝 0) := by
  have hc : 0 < η * (1 - L * η / 2) := mul_pos hη (by linarith)
  -- the squared norms have bounded partial sums, hence are summable
  have hs : Summable (fun k => ‖gradient E (steepestDescent E η x0 k)‖ ^ 2) := by
    refine summable_of_sum_range_le (c := (E x0 - E0) / (η * (1 - L * η / 2)))
      (fun k => sq_nonneg _) (fun N => ?_)
    rw [le_div_iff₀ hc]
    linarith [sum_sq_gradient_le hE hLip hη.le x0 N, hE0 (steepestDescent E η x0 N)]
  have h := (Real.continuous_sqrt.tendsto 0).comp hs.tendsto_atTop_zero
  rw [tendsto_zero_iff_norm_tendsto_zero]
  simpa [Function.comp_def, Real.sqrt_sq (norm_nonneg _)] using h
```

`Tendsto … atTop (𝓝 0)` means that the sequence converges to zero as $k\to\infty$. For every fixed step with $\eta>0$ and $L\eta<2$, the theorem gives $\nabla E(x_k)\to 0$ along the whole sequence, and not only for the best geometry so far.

By the telescoped inequality, all partial sums of $\|\nabla E(x_k)\|^2$ are at most $(E(x_0)-E_0)/c$. A series of non-negative terms with bounded partial sums converges, so its terms tend to zero, and so do their square roots. In Lean, `hs` is the convergence of the series and `h` takes the square root.

The geometries themselves need not converge. On a surface that flattens towards dissociation, fragments can keep drifting apart while the forces die out.

## A harmonic well at the limiting step

```lean
/-- The one-dimensional harmonic well with force constant `L`. -/
noncomputable def harmonicWell (L : ℝ) (x : ℝ) : ℝ := L / 2 * x ^ 2
```

This is the energy $E(x)=\tfrac{L}{2}x^2$ of one coordinate with force constant $L$.

```lean
/-- The gradient of the harmonic well is `L x`. -/
theorem gradient_harmonicWell (L x : ℝ) : gradient (harmonicWell L) x = L * x := by
  have h : HasDerivAt (harmonicWell L) (L * x) x :=
    ((hasDerivAt_pow 2 x).const_mul (L / 2)).congr_deriv (by
      show L / 2 * (((2 : ℕ) : ℝ) * x ^ 1) = L * x
      push_cast
      ring)
  exact h.hasGradientAt'.gradient
```

Its gradient is $Lx$. In one dimension the gradient is the ordinary derivative, which the proof computes from the power rule and then converts.

```lean
/-- In the harmonic well the gradient is `L`-Lipschitz, and steepest descent with step `2 / L`
keeps the gradient norm at its initial value `L |x0|` forever. -/
theorem step_two_div_L_stalls {L : ℝ} (hL : 0 < L) (x0 : ℝ) :
    (∀ x y, ‖gradient (harmonicWell L) x - gradient (harmonicWell L) y‖ ≤ L * ‖x - y‖) ∧
    ∀ k, ‖gradient (harmonicWell L) (steepestDescent (harmonicWell L) (2 / L) x0 k)‖
      = L * |x0| := by
  constructor
  · intro x y
    rw [gradient_harmonicWell, gradient_harmonicWell, ← mul_sub, norm_mul,
      Real.norm_of_nonneg hL.le]
  · intro k
    -- each step reflects the coordinate through the minimum
    have habs : |steepestDescent (harmonicWell L) (2 / L) x0 k| = |x0| := by
      induction k with
      | zero => rfl
      | succ k ih =>
        have hstep : steepestDescent (harmonicWell L) (2 / L) x0 (k + 1)
            = -steepestDescent (harmonicWell L) (2 / L) x0 k := by
          rw [steepestDescent, gradient_harmonicWell, smul_eq_mul, ← mul_assoc,
            div_mul_cancel₀ _ hL.ne']
          ring
        rw [hstep, abs_neg, ih]
    rw [gradient_harmonicWell, norm_mul, Real.norm_of_nonneg hL.le, Real.norm_eq_abs, habs]

end SteepestDescentRate
```

The symbol `∧` joins two claims. The first is that the well satisfies the Lipschitz condition with constant $L$, because $|Lx-Ly|=L|x-y|$. The second concerns the step $\eta=2/L$, for which

$$x_{k+1}=x_k-\frac2L\,Lx_k=-x_k .$$

Each step reflects the coordinate through the minimum, so $|x_k|=|x_0|$ and the gradient norm stays at $L|x_0|$. In the proof, `hstep` is the reflection and `habs` carries $|x_k|=|x_0|$ through the induction.

The well is bounded below by zero, so for $x_0\ne 0$ it meets every condition of the convergence theorem except the strict inequality $L\eta<2$, and its gradient does not tend to zero. Convergence thus fails in general once $L\eta=2$ is allowed.

```lean
#print axioms SteepestDescentRate.min_sq_gradient_le
#print axioms SteepestDescentRate.steps_to_force_tolerance
#print axioms SteepestDescentRate.gradient_tendsto_zero
#print axioms SteepestDescentRate.step_two_div_L_stalls
```

```
'SteepestDescentRate.min_sq_gradient_le' depends on axioms: [propext, Classical.choice, Quot.sound]
'SteepestDescentRate.steps_to_force_tolerance' depends on axioms: [propext, Classical.choice, Quot.sound]
'SteepestDescentRate.gradient_tendsto_zero' depends on axioms: [propext, Classical.choice, Quot.sound]
'SteepestDescentRate.step_two_div_L_stalls' depends on axioms: [propext, Classical.choice, Quot.sound]
```
